# A Seitz operator preserves distances in a symmetric metric G exactly when RᵀGR = G

Let G be a real symmetric metric matrix and let x and y be columns of fractional coordinates. For any fixed translation t, the Seitz operator x ↦ Rx + t preserves

(x − y)ᵀ G (x − y)

for all real x and y if and only if RᵀGR = G. For a crystal, G collects the scalar products of the cell vectors, G_ij = a_i · a_j, and the expression is the squared distance between two points.

In structure and simulation codes, this condition tests whether a fractional symmetry matrix is compatible with the cell metric. It does not test whether the operation maps the lattice or the atoms onto themselves.

## Cancelling the translation and comparing quadratic forms

Write u = x − y. The translation drops out of the difference of the images:

(Rx + t) − (Ry + t) = Ru.

The squared distance after the operation is therefore

(Ru)ᵀ G (Ru) = uᵀ (RᵀGR) u.

If RᵀGR = G, this equals uᵀGu, and distances are preserved.

Conversely, suppose that distances are preserved, and put S = RᵀGR. Setting y = 0 gives vᵀSv = vᵀGv for every v. The matrix S is symmetric, because Sᵀ = RᵀGᵀR = S. Let e_i be the i-th coordinate vector. The choices v = e_i and v = e_j give S_ii = G_ii and S_jj = G_jj, while v = e_i + e_j gives

S_ii + S_ij + S_ji + S_jj = G_ii + G_ij + G_ji + G_jj.

Subtracting the diagonal terms and using symmetry leaves 2S_ij = 2G_ij. Hence S = G.

## Cell volume, reciprocal metric and Cartesian matrix

Suppose now that RᵀGR = G. Taking determinants gives

(det R)² det G = det G,

so (det R)² = 1 when det G ≠ 0. The operation then preserves volume, possibly reversing handedness.

Let H be the reciprocal metric, GH = 1, in the convention without 2π. Then Rᵀ(GRH) = GH = 1. These matrices are square, so the factors may be exchanged: GRHRᵀ = 1. Multiplying by H on the left gives

RHRᵀ = H.

For a row h of reflection indices, it follows that h and hR have the same squared length in reciprocal space. If R also has integer entries and h ≠ 0, then hR is again a nonzero row of integer indices, and for a crystal the two rows have the same d-spacing, d = 1/√(hHhᵀ).

Finally, let the columns of A be the Cartesian cell vectors, so that G = AᵀA, and let C = A⁻¹. The Cartesian matrix of the operation is Q = ARC, and

QᵀQ = Cᵀ(RᵀGR)C.

If RᵀGR = G, the right side is (AC)ᵀ(AC) = 1. If QᵀQ = 1, multiplying by Aᵀ on the left and A on the right returns RᵀGR = AᵀA = G.

## Seitz operators and squared distances in Lean

The coordinates are indexed by an arbitrary finite type `n`; a three-dimensional crystal has `n = Fin 3`.

```lean
import Mathlib

open Matrix

namespace SeitzIsometry

variable {n : Type*} [Fintype n]
```

Coordinates are real functions on `n`, and `*ᵥ` applies a matrix to a column. Nothing requires `R` to have integer entries or to belong to a space group.

```lean
/-- The Seitz operator with matrix part `R` and translation `t`, acting on fractional
coordinates as `x ↦ R x + t`. -/
def seitz (R : Matrix n n ℝ) (t x : n → ℝ) : n → ℝ := R *ᵥ x + t
```

The symbol `⬝ᵥ` is the ordinary dot product, so the geometry enters only through `G`. The definition accepts any real matrix. Without positive definiteness, its value need not be the square of a real length.

```lean
/-- The squared distance `(x - y)ᵀ G (x - y)` of two points in fractional coordinates with
metric matrix `G`. -/
def sqDist (G : Matrix n n ℝ) (x y : n → ℝ) : ℝ := (x - y) ⬝ᵥ G *ᵥ (x - y)
```

The first lemma is the cancellation of t.

```lean
/-- The translation cancels in coordinate differences, which transform with `R` alone. -/
theorem seitz_sub (R : Matrix n n ℝ) (t x y : n → ℝ) :
    seitz R t x - seitz R t y = R *ᵥ (x - y) := by
  unfold seitz
  rw [Matrix.mulVec_sub]
  abel
```

The next one moves R from the vectors into the metric. The rewrites split the product RᵀGR into successive actions, then transfer Rᵀ to the left-hand vector, where it becomes R acting on x − y.

```lean
/-- The squared distance after a Seitz operation is the squared distance before it, computed
with the transformed metric `Rᵀ G R`. -/
theorem sqDist_seitz (G R : Matrix n n ℝ) (t x y : n → ℝ) :
    sqDist G (seitz R t x) (seitz R t y) = sqDist (Rᵀ * G * R) x y := by
  unfold sqDist
  rw [seitz_sub, ← Matrix.mulVec_mulVec, ← Matrix.mulVec_mulVec,
    Matrix.dotProduct_mulVec _ Rᵀ, Matrix.vecMul_transpose]
```

## Reading off matrix entries with `Pi.single`

The converse turns on polarization, and in Lean this rests on `Pi.single i 1`, the function that is 1 at `i` and 0 elsewhere: the coordinate vector e_i. The local statement `entry` says that e_iᵀMe_j = M_ij for every matrix M. Once the form at e_i + e_j has been expanded, `simp only` uses `entry` to turn every term into a matrix entry. What remains is a set of linear equations in real numbers, which `linarith` solves with the two symmetry relations `a` and `b`. The case i = j needs no separate treatment.

```lean
/-- Two symmetric metric matrices that give every vector the same squared length are equal. -/
theorem metric_eq_of_sqLength_eq {A B : Matrix n n ℝ} (hA : A.IsSymm) (hB : B.IsSymm)
    (h : ∀ v : n → ℝ, v ⬝ᵥ A *ᵥ v = v ⬝ᵥ B *ᵥ v) : A = B := by
  classical
  have entry : ∀ (M : Matrix n n ℝ) (i j : n),
      (Pi.single i 1 : n → ℝ) ⬝ᵥ M *ᵥ (Pi.single j 1 : n → ℝ) = M i j := by
    intro M i j
    simp
  ext i j
  -- polarization: compare the lengths of `e i`, `e j` and `e i + e j`
  have hi := h (Pi.single i 1)
  have hj := h (Pi.single j 1)
  have hij := h (Pi.single i 1 + Pi.single j 1)
  simp only [Matrix.mulVec_add, dotProduct_add, add_dotProduct, entry] at hi hj hij
  have a := hA.apply i j
  have b := hB.apply i j
  linarith
```

## The equivalence for a fixed translation

The hypothesis `hG : G.IsSymm` is the symmetry of the metric; neither invertibility nor positivity is assumed. The translation is fixed before the equivalence is stated, and the matrix condition does not contain it. The forward direction proves that RᵀGR is symmetric, sets y = 0 and applies the polarization lemma. The reverse direction substitutes the matrix identity.

```lean
/-- For a symmetric metric matrix `G` and any translation `t`, the Seitz operator `x ↦ R x + t`
preserves all distances if and only if `Rᵀ G R = G`. -/
theorem seitz_isometry_iff {G : Matrix n n ℝ} (hG : G.IsSymm) (R : Matrix n n ℝ) (t : n → ℝ) :
    (∀ x y, sqDist G (seitz R t x) (seitz R t y) = sqDist G x y) ↔ Rᵀ * G * R = G := by
  constructor
  · intro h
    have hS : (Rᵀ * G * R).IsSymm := by
      change (Rᵀ * G * R)ᵀ = Rᵀ * G * R
      simp only [Matrix.transpose_mul, Matrix.transpose_transpose, hG.eq, Matrix.mul_assoc]
    apply metric_eq_of_sqLength_eq hS hG
    intro v
    -- distances from the origin already suffice
    have hv := h v 0
    rw [sqDist_seitz] at hv
    simpa only [sqDist, sub_zero] using hv
  · intro h x y
    rw [sqDist_seitz, h]
```

The same argument, though not carried out in the file, covers a map between two cells with symmetric metrics G and G′: x ↦ Px + t carries distances measured with G into equal distances measured with G′ exactly when PᵀG′P = G.

## Consequences for volume, reflections and Cartesian axes

The determinant result assumes `G.det ≠ 0`, which holds for linearly independent cell vectors. The proof takes determinants of both sides and cancels det G.

```lean
/-- If the metric matrix is nonsingular, a matrix part that preserves it has determinant
of square one. -/
theorem det_sq_eq_one [DecidableEq n] {G R : Matrix n n ℝ} (hG : G.det ≠ 0)
    (h : Rᵀ * G * R = G) : R.det ^ 2 = 1 := by
  have hd := congrArg Matrix.det h
  rw [Matrix.det_mul, Matrix.det_mul, Matrix.det_transpose] at hd
  apply mul_right_cancel₀ hG
  linear_combination hd
```

For the reciprocal metric, `mul_eq_one_comm` supplies the exchange of factors used above.

```lean
/-- If `R` preserves the metric matrix `G`, and `H` is the reciprocal metric, `G H = 1`, then
`R H Rᵀ = H`. -/
theorem reciprocal_metric [DecidableEq n] {G H R : Matrix n n ℝ} (hH : G * H = 1)
    (h : Rᵀ * G * R = G) : R * H * Rᵀ = H := by
  have hHG : H * G = 1 := mul_eq_one_comm.mp hH
  have h1 : Rᵀ * (G * R * H) = 1 := by
    calc Rᵀ * (G * R * H) = (Rᵀ * G * R) * H := by simp only [Matrix.mul_assoc]
      _ = 1 := by rw [h, hH]
  -- a one-sided inverse of a square matrix is two-sided
  have h2 : G * R * H * Rᵀ = 1 := mul_eq_one_comm.mp h1
  calc R * H * Rᵀ = (H * G) * (R * H * Rᵀ) := by rw [hHG, Matrix.one_mul]
    _ = H * (G * R * H * Rᵀ) := by simp only [Matrix.mul_assoc]
    _ = H := by rw [h2, Matrix.mul_one]
```

The Cartesian statement takes the inverse as a matrix `C` with `A * C = 1`. Its two `calc` blocks prove the two directions: the first multiplies QᵀQ = 1 by Aᵀ on the left and A on the right, and the second substitutes RᵀGR = G into QᵀQ and uses AC = 1.

```lean
/-- Let the columns of `A` be the Cartesian basis vectors of the lattice and `C` the inverse
of `A`. The Cartesian matrix `A R C` is orthogonal if and only if `R` preserves the metric
matrix `Aᵀ A`. -/
theorem cartesian_orthogonal_iff [DecidableEq n] {A C : Matrix n n ℝ} (hC : A * C = 1)
    (R : Matrix n n ℝ) :
    (A * R * C)ᵀ * (A * R * C) = 1 ↔ Rᵀ * (Aᵀ * A) * R = Aᵀ * A := by
  have hC' : C * A = 1 := mul_eq_one_comm.mp hC
  constructor
  · intro h
    calc Rᵀ * (Aᵀ * A) * R = (C * A)ᵀ * Rᵀ * (Aᵀ * A) * R * (C * A) := by
          rw [hC', Matrix.transpose_one, Matrix.one_mul, Matrix.mul_one]
      _ = Aᵀ * ((A * R * C)ᵀ * (A * R * C)) * A := by
          simp only [Matrix.transpose_mul, Matrix.mul_assoc]
      _ = Aᵀ * A := by rw [h, Matrix.mul_one]
  · intro h
    calc (A * R * C)ᵀ * (A * R * C) = Cᵀ * (Rᵀ * (Aᵀ * A) * R) * C := by
          simp only [Matrix.transpose_mul, Matrix.mul_assoc]
      _ = Cᵀ * (Aᵀ * A) * C := by rw [h]
      _ = (A * C)ᵀ * (A * C) := by simp only [Matrix.transpose_mul, Matrix.mul_assoc]
      _ = 1 := by rw [hC, Matrix.transpose_one, Matrix.one_mul]
```

## A hexagonal rotation and an antisymmetric matrix

In planar hexagonal axes at 120°, the sixfold rotation sends a₀ to a₀ + a₁ and a₁ to −a₀. These images have the same lengths and scalar product as the original vectors, so the metric is preserved. Yet the upper-left entry of RᵀR is 2, so the fractional matrix is not orthogonal. Lean checks the metric identity entry by entry.

```lean
/-- In planar hexagonal axes of length `a` at 120 degrees, the sixfold rotation followed by any
translation preserves all distances, although its fractional matrix is not orthogonal. -/
theorem hexagonal_sixfold_witness (a : ℝ) :
    (∀ t x y : Fin 2 → ℝ,
      sqDist !![a ^ 2, -a ^ 2 / 2; -a ^ 2 / 2, a ^ 2]
        (seitz !![1, -1; 1, 0] t x) (seitz !![1, -1; 1, 0] t y) =
      sqDist !![a ^ 2, -a ^ 2 / 2; -a ^ 2 / 2, a ^ 2] x y) ∧
    (!![1, -1; 1, 0] : Matrix (Fin 2) (Fin 2) ℝ)ᵀ * !![1, -1; 1, 0] ≠ 1 := by
  constructor
  · intro t x y
    rw [sqDist_seitz]
    congr 1
    ext i j
    fin_cases i <;> fin_cases j <;> simp [Matrix.mul_apply, Fin.sum_univ_two] <;> ring
  · intro h
    have h00 := congrFun (congrFun h 0) 0
    norm_num [Matrix.mul_apply, Fin.sum_univ_two] at h00
```

The last example shows what symmetry contributes. For the antisymmetric matrix below,

uᵀGu = u₀u₁ − u₁u₀ = 0

for every u, so every map preserves the form. Stretching the first axis by two nevertheless doubles the off-diagonal entries of G. Such a G is not the metric of any cell, since scalar products are symmetric.

```lean
/-- Symmetry of `G` cannot be dropped: for this antisymmetric `G`, stretching one axis by two
preserves every value of `(x - y)ᵀ G (x - y)`, yet `Rᵀ G R ≠ G`. -/
theorem symmetry_needed :
    (∀ t x y : Fin 2 → ℝ,
      sqDist !![0, 1; -1, 0] (seitz !![2, 0; 0, 1] t x) (seitz !![2, 0; 0, 1] t y) =
      sqDist !![0, 1; -1, 0] x y) ∧
    (!![2, 0; 0, 1] : Matrix (Fin 2) (Fin 2) ℝ)ᵀ * !![0, 1; -1, 0] * !![2, 0; 0, 1] ≠
      !![0, 1; -1, 0] := by
  constructor
  · -- the quadratic form of an antisymmetric matrix vanishes
    have key : ∀ u v : Fin 2 → ℝ, sqDist !![0, 1; -1, 0] u v = 0 := by
      intro u v
      simp [sqDist, Matrix.mulVec, dotProduct, Fin.sum_univ_two]
      ring
    intro t x y
    rw [key, key]
  · intro h
    have h01 := congrFun (congrFun h 0) 1
    norm_num [Matrix.mul_apply, Fin.sum_univ_two] at h01

end SeitzIsometry
```

```lean
#print axioms SeitzIsometry.seitz_isometry_iff
-- 'SeitzIsometry.seitz_isometry_iff' depends on axioms: [propext, Classical.choice, Quot.sound]
#print axioms SeitzIsometry.reciprocal_metric
-- 'SeitzIsometry.reciprocal_metric' depends on axioms: [propext, Classical.choice, Quot.sound]
#print axioms SeitzIsometry.cartesian_orthogonal_iff
-- 'SeitzIsometry.cartesian_orthogonal_iff' depends on axioms: [propext, Classical.choice, Quot.sound]
#print axioms SeitzIsometry.symmetry_needed
-- 'SeitzIsometry.symmetry_needed' depends on axioms: [propext, Classical.choice, Quot.sound]
```
